# Even vacuum moments of a one-mode free-statistics field are Catalan numbers

The vacuum can be modelled as a vector in Fock space or as a rule that assigns expectation values to operators. Here it is the second: a linear functional $\omega$ on an algebra $A$ over a commutative ring $R$. No inner product, adjoint or positivity is assumed, so the creator $b$ need not be the adjoint of the annihilator $a$.

In Lean 4 with Mathlib:

```lean
import Mathlib

open Polynomial

namespace FreeFockMoments

noncomputable section
```

Four relations define the model:

$$ab=1,\qquad \omega(1)=1,\qquad \omega(xa)=0,\qquad \omega(bx)=0\quad\text{for all }x\in A.$$

The first is the postulate of free statistics: creating a quantum and at once removing it restores every state, and no exchange relation expresses $ab$ through $ba$. The last two say that $a$ kills the vacuum on its right and $b$ kills it on its left. In `IsFreeVacuum a b ω` they are the fields `contraction`, `normalised`, `annihilation` and `creation`. There is a single mode.

```lean
/-- One mode of free statistics: `a` annihilates, `b` creates, `a b = 1`, and `ω` is a normalised
linear vacuum functional that vanishes on `x a` and on `b x` for every `x`. -/
structure IsFreeVacuum {R A : Type*} [CommRing R] [Ring A] [Algebra R A]
    (a b : A) (ω : A →ₗ[R] R) : Prop where
  contraction : a * b = 1
  normalised : ω 1 = 1
  annihilation : ∀ x, ω (x * a) = 0
  creation : ∀ x, ω (b * x) = 0
```

## Moving through the fields from the left

The field is $a+b$. In a product of $k+1$ fields, the leftmost factor gives

$$\omega((a+b)^{k+1})=\omega(a(a+b)^k)+\omega(b(a+b)^k)=\omega(a(a+b)^k),$$

because the term beginning with $b$ vanishes.

```lean
variable {R A : Type*} [CommRing R] [Ring A] [Algebra R A] {a b : A} {ω : A →ₗ[R] R}

/-- In a free vacuum, the leftmost field factor contributes only through its annihilation part. -/
theorem first_field (H : IsFreeVacuum a b ω) (k : ℕ) :
    ω ((a + b) ^ (k + 1)) = ω (a * (a + b) ^ k) := by
  rw [pow_succ', add_mul, map_add, H.creation, add_zero]
```

Write $M(h,k)=\omega(a^h(a+b)^k)$, with $h$ annihilators waiting for a partner. Since

$$a^{h+1}(a+b)=a^{h+2}+a^h(ab)=a^{h+2}+a^h,$$

the next field either joins the queue or is contracted with its nearest member:

$$M(h+1,k+1)=M(h+2,k)+M(h,k).$$

In the proof, `e` is this expansion, and `H.contraction` replaces $ab$ by $1$.

```lean
/-- In a free vacuum, a field factor behind `h + 1` annihilators either adds one more annihilator
or is contracted with the nearest one. -/
theorem next_field (H : IsFreeVacuum a b ω) (h k : ℕ) :
    ω (a ^ (h + 1) * (a + b) ^ (k + 1)) =
      ω (a ^ (h + 2) * (a + b) ^ k) + ω (a ^ h * (a + b) ^ k) := by
  have e1 : a ^ (h + 1) = a ^ h * a := pow_succ a h
  have e2 : a ^ (h + 2) = a ^ h * a * a := by rw [pow_add, pow_two, mul_assoc]
  have e3 : (a + b) ^ (k + 1) = (a + b) * (a + b) ^ k := pow_succ' _ _
  have e : a ^ h * a * ((a + b) * (a + b) ^ k) =
      a ^ h * a * a * (a + b) ^ k + a ^ h * (a * b) * (a + b) ^ k := by
    simp only [mul_add, add_mul, mul_assoc]
  rw [e1, e2, e3, e, H.contraction, mul_one, map_add]
```

If $k<h$ or $h+k$ is odd, then $M(h,k)=0$. The proof is by induction on $k$, for all $h$ at once. At $k=0$ the condition forces $h\ge1$, and $a^h$ ends in $a$. In the step, $M(0,k+1)=M(1,k)$ keeps the parity of the total, and for $h+1$ annihilators both terms of the recursion again satisfy the condition; `omega` checks these inequalities and parities.

```lean
/-- In a free vacuum, the expectation value of `h` annihilators followed by `k` fields vanishes
if there are fewer fields than annihilators or if the total number of factors is odd. -/
theorem selection_rule (H : IsFreeVacuum a b ω) (k : ℕ) :
    ∀ h : ℕ, (k < h ∨ (h + k) % 2 = 1) → ω (a ^ h * (a + b) ^ k) = 0 := by
  induction k with
  | zero =>
    intro h hh
    cases h with
    | zero => omega
    | succ h =>
      rw [pow_zero, mul_one, pow_succ]
      exact H.annihilation _
  | succ k ih =>
    intro h hh
    cases h with
    | zero =>
      have h1 := ih 1 (by omega)
      rw [pow_one] at h1
      rw [pow_zero, one_mul, first_field H, h1]
    | succ h =>
      rw [next_field H h k, ih (h + 2) (by omega), ih h (by omega), add_zero]
```

## A closed formula from Pascal's rule

For $k=h+2j$ the value is

$$M(h,k)=\binom{k}{j}-\binom{k}{h+j+1}.$$

At $k=0$ this reads $1-0$. The induction step to $k+1$ has three cases.

- With no annihilator waiting and $k+1=2(j+1)$, we have $M(0,k+1)=M(1,k)=\binom kj-\binom k{j+2}$. Adding and subtracting $\binom k{j+1}$ gives $\binom{k+1}{j+1}-\binom{k+1}{j+2}$ by Pascal's rule.
- With $h+1$ annihilators and equally many fields, $k=h$. The term $M(h+2,h)$ vanishes and $M(h,h)=1$, as required.
- With $h+1$ annihilators and $k+1=(h+1)+2(j+1)$, the two terms add to
$$\binom kj-\binom k{h+j+3}+\binom k{j+1}-\binom k{h+j+2}=\binom{k+1}{j+1}-\binom{k+1}{h+j+3}.$$

The equations `p1` and `p2` are the uses of Pascal's rule.

```lean
/-- In a free vacuum, `h` annihilators followed by `k = h + 2 j` fields have an expectation value
equal to a difference of two binomial coefficients. -/
theorem reflection_formula (H : IsFreeVacuum a b ω) (k : ℕ) :
    ∀ h j : ℕ, h + 2 * j = k →
      ω (a ^ h * (a + b) ^ k) = (k.choose j : R) - (k.choose (h + j + 1) : R) := by
  induction k with
  | zero =>
    intro h j hk
    obtain rfl : h = 0 := by omega
    obtain rfl : j = 0 := by omega
    simp [H.normalised]
  | succ k ih =>
    intro h j hk
    cases h with
    | zero =>
      cases j with
      | zero => omega
      | succ j =>
        -- no annihilator is waiting, so the field can only supply one
        have h1 := ih 1 j (by omega)
        rw [pow_one] at h1
        have p1 : (k + 1).choose (j + 1) = k.choose j + k.choose (j + 1) :=
          Nat.choose_succ_succ' k j
        have p2 : (k + 1).choose (j + 2) = k.choose (j + 1) + k.choose (j + 2) :=
          Nat.choose_succ_succ' k (j + 1)
        rw [pow_zero, one_mul, first_field H, h1, show 1 + j + 1 = j + 2 by omega,
          show 0 + (j + 1) + 1 = j + 2 by omega, p1, p2]
        push_cast
        ring
    | succ h =>
      rw [next_field H h k, ih h j (by omega)]
      cases j with
      | zero =>
        -- every field must be contracted with a waiting annihilator
        rw [selection_rule H k (h + 2) (by omega),
          Nat.choose_eq_zero_of_lt (show k < h + 0 + 1 by omega),
          Nat.choose_eq_zero_of_lt (show k + 1 < h + 1 + 0 + 1 by omega)]
        simp
      | succ j =>
        -- both alternatives contribute, and Pascal's rule adds them
        have p1 : (k + 1).choose (j + 1) = k.choose j + k.choose (j + 1) :=
          Nat.choose_succ_succ' k j
        have p2 : (k + 1).choose (h + j + 3) =
            k.choose (h + j + 2) + k.choose (h + j + 3) :=
          Nat.choose_succ_succ' k (h + j + 2)
        rw [ih (h + 2) j (by omega), show h + 2 + j + 1 = h + j + 3 by omega,
          show h + (j + 1) + 1 = h + j + 2 by omega,
          show h + 1 + (j + 1) + 1 = h + j + 3 by omega, p1, p2]
        push_cast
        ring
```

Setting $h=0$ in the selection rule gives the odd moments.

```lean
/-- The odd moments of the field `a + b` in a free vacuum vanish. -/
theorem odd_moment (H : IsFreeVacuum a b ω) (n : ℕ) : ω ((a + b) ^ (2 * n + 1)) = 0 := by
  have h := selection_rule H (2 * n + 1) 0 (by omega)
  rwa [pow_zero, one_mul] at h
```

Setting $h=0$, $j=n$ in the reflection formula gives $\binom{2n}{n}-\binom{2n}{n+1}$. Let $C_n$ be the $n$-th Catalan number. From $(n+1)C_n=\binom{2n}{n}$ and $(n+1)\binom{2n}{n+1}=n\binom{2n}{n}$,

$$(n+1)\left[C_n+\binom{2n}{n+1}\right]=(n+1)\binom{2n}{n}.$$

Cancelling $n+1$ gives `key`, and hence $\omega((a+b)^{2n})=C_n$, read as an element of $R$.

```lean
/-- The moment of order `2 n` of the field `a + b` in a free vacuum is the `n`-th Catalan
number. -/
theorem even_moment (H : IsFreeVacuum a b ω) (n : ℕ) :
    ω ((a + b) ^ (2 * n)) = (catalan n : R) := by
  have h := reflection_formula H (2 * n) 0 n (by omega)
  rw [pow_zero, one_mul, zero_add] at h
  -- the difference of neighbouring binomial coefficients is a Catalan number
  have key : (2 * n).choose n = catalan n + (2 * n).choose (n + 1) := by
    have h1 := succ_mul_catalan_eq_centralBinom n
    have h2 := Nat.choose_succ_right_eq (2 * n) n
    rw [Nat.centralBinom_eq_two_mul_choose] at h1
    rw [show 2 * n - n = n by omega] at h2
    apply Nat.eq_of_mul_eq_mul_left (show 0 < n + 1 by omega)
    nlinarith [h1, h2]
  rw [h, key]
  push_cast
  ring
```

Weakening $ab=1$ to $\omega(ab)=1$ is not enough. For one fermion mode, take $a=|0\rangle\langle1|$, $b=|1\rangle\langle0|$ and $\omega(T)=\langle0|T|0\rangle$. The other three relations hold and $\omega(ab)=1$, but $(a+b)^2=1$, so the fourth moment is $1$ instead of $C_2=2$.

## Brackets and pairings

$C_n$ also counts the balanced words with $n$ opening and $n$ closing brackets, which Mathlib calls Dyck words. Reading $a$ as opening and $b$ as closing, and joining matched brackets, turns each word into a non-crossing pairing of the $2n$ fields. The theorem counts the words; the passage to pairings is left to this description.

```lean
/-- The moment of order `2 n` in a free vacuum counts the Dyck words, that is, the balanced
bracket words with `n` opening and `n` closing brackets. -/
theorem even_moment_eq_card_dyckWord (H : IsFreeVacuum a b ω) (n : ℕ) :
    ω ((a + b) ^ (2 * n)) = (Fintype.card {p : DyckWord // p.semilength = n} : R) := by
  rw [even_moment H n, DyckWord.card_dyckWord_semilength_eq_catalan]
```

Splitting a non-crossing pairing of $2(n+1)$ fields at the partner of the first field leaves $2i$ fields between these two and $2(n-i)$ after the partner, for some $i$ with $0\le i\le n$. The corresponding recursion for moments follows in the code from $C_{n+1}=\sum_{i=0}^{n}C_iC_{n-i}$.

```lean
/-- In a free vacuum each even moment beyond the zeroth is a sum of products of two lower even
moments, whose orders add up to two less than the order of the original one. -/
theorem moment_recursion (H : IsFreeVacuum a b ω) (n : ℕ) :
    ω ((a + b) ^ (2 * (n + 1))) =
      ∑ i : Fin (n + 1),
        ω ((a + b) ^ (2 * (i : ℕ))) * ω ((a + b) ^ (2 * (n - (i : ℕ)))) := by
  rw [even_moment H (n + 1), catalan_succ, Nat.cast_sum]
  refine Finset.sum_congr rfl fun i _ => ?_
  rw [even_moment H (i : ℕ), even_moment H (n - (i : ℕ)), Nat.cast_mul]
```

## A Fock space that satisfies the relations

Let $X^m$ in $\mathbb R[X]$ stand for the state with $m$ quanta. The creator `raise` multiplies by $X$.

```lean
/-- The creation operator on real polynomials: multiplication by `X`. -/
def raise : Module.End ℝ ℝ[X] := LinearMap.mulLeft ℝ (X : ℝ[X])
```

The annihilator `lower` sends $X^{m+1}$ to $X^m$ and $1$ to $0$.

```lean
/-- The annihilation operator on real polynomials: it drops the constant term and lowers every
other power of `X` by one. -/
def lower : Module.End ℝ ℝ[X] where
  toFun p := p.divX
  map_add' p q := by ext n; simp [coeff_divX]
  map_smul' r p := by ext n; simp [coeff_divX]
```

The functional `vacuum` takes the constant coefficient of $T1$, the vacuum component of $T$ acting on the vacuum.

```lean
/-- The vacuum expectation value of an operator on real polynomials: the constant coefficient of
its action on the polynomial `1`. -/
def vacuum : Module.End ℝ ℝ[X] →ₗ[ℝ] ℝ where
  toFun T := (T 1).coeff 0
  map_add' S T := by simp
  map_smul' r T := by simp
```

Multiplying by $X$ and then lowering restores every polynomial, and the identity has vacuum value $1$. Moreover $xa$ sends $1$ to $0$, and $bx$ sends it to a multiple of $X$, which has no constant term.

If $X^m$ is reread as the state of one particle on site $m$, then $a+b$ is the one-particle Hamiltonian of a half-infinite tight-binding chain with unit nearest-neighbour hopping and zero site energies, and its vacuum moments are those of the local density of states at the end site $m=0$.

```lean
/-- The operators `lower` and `raise` on real polynomials, with the functional `vacuum`, satisfy
the relations of a free vacuum. -/
theorem isFreeVacuum_witness : IsFreeVacuum lower raise vacuum := by
  have hl : ∀ p : ℝ[X], lower p = p.divX := fun _ => rfl
  have hr : ∀ p : ℝ[X], raise p = X * p := fun _ => rfl
  have hv : ∀ T : Module.End ℝ ℝ[X], vacuum T = (T 1).coeff 0 := fun _ => rfl
  -- the constant polynomial is annihilated
  have h1 : lower 1 = 0 := by
    rw [hl]
    ext n
    simp
  refine ⟨?_, ?_, fun x => ?_, fun x => ?_⟩
  · apply LinearMap.ext
    intro p
    ext n
    rw [Module.End.mul_apply, hl, hr, coeff_divX, coeff_X_mul, Module.End.one_apply]
  · refine (hv 1).trans ?_
    rw [Module.End.one_apply, coeff_one_zero]
  · refine (hv (x * lower)).trans ?_
    rw [Module.End.mul_apply, h1, map_zero, coeff_zero]
  · refine (hv (raise * x)).trans ?_
    rw [Module.End.mul_apply, hr, mul_coeff_zero, coeff_X_zero, zero_mul]

end

end FreeFockMoments
```

```lean
#print axioms FreeFockMoments.odd_moment
-- 'FreeFockMoments.odd_moment' depends on axioms: [propext, Classical.choice, Quot.sound]
#print axioms FreeFockMoments.even_moment
-- 'FreeFockMoments.even_moment' depends on axioms: [propext, Classical.choice, Quot.sound]
#print axioms FreeFockMoments.even_moment_eq_card_dyckWord
-- 'FreeFockMoments.even_moment_eq_card_dyckWord' depends on axioms: [propext, Classical.choice, Quot.sound]
#print axioms FreeFockMoments.moment_recursion
-- 'FreeFockMoments.moment_recursion' depends on axioms: [propext, Classical.choice, Quot.sound]
```
